# The fermionic annihilation operator of an orbital is the adjoint of its creation operator

For a finite set of `n` orbitals, Fock space is described by determinants, each given by its set of occupied orbitals, and operators are complex matrices between them. The theorem `annihilate_eq_adjoint` states that the matrix that empties orbital `p` is the conjugate transpose of the one that fills it, which is the adjoint when the determinants are taken as an orthonormal basis. Both matrices carry the Jordan-Wigner sign, minus one to the number of occupied orbitals below `p`. The proof compares entries, splitting on whether `p` is occupied in `T` and `S` is `T` with `p` removed. In that case it uses that the sign is real and does not depend on whether `p` itself is occupied; otherwise both entries are zero.

As first written in Lean, the proof fails:

```lean
import Mathlib

open Matrix

namespace SlaterCondonRules

noncomputable section

variable {n : ℕ}

/-- Operators on Fock space, as matrices between determinants (sets of occupied orbitals). -/
abbrev FockOp (n : ℕ) := Matrix (Finset (Fin n)) (Finset (Fin n)) ℂ

/-- The Jordan-Wigner sign: minus one to the number of occupied orbitals below `p`. -/
def jwSign (p : Fin n) (T : Finset (Fin n)) : ℂ := (-1) ^ (T.filter (· < p)).card

/-- The creation operator fills the empty orbital `p`, with the Jordan-Wigner sign. -/
def create (p : Fin n) : FockOp n :=
  Matrix.of fun S T => if p ∉ T ∧ S = insert p T then jwSign p T else 0

/-- The annihilation operator empties the filled orbital `p`, with the Jordan-Wigner sign. -/
def annihilate (p : Fin n) : FockOp n :=
  Matrix.of fun S T => if p ∈ T ∧ S = T.erase p then jwSign p T else 0

/-- Filling an orbital `q` flips the sign of `p` exactly when `q` lies below `p`. -/
theorem jwSign_insert (p : Fin n) {q : Fin n} {T : Finset (Fin n)} (hq : q ∉ T) :
    jwSign p (insert q T) = if q < p then -jwSign p T else jwSign p T := by
  unfold jwSign
  rw [Finset.filter_insert]
  split_ifs with h
  · rw [Finset.card_insert_of_notMem (by simp [hq]), pow_succ]
    ring
  · rfl

/-- The annihilation operator is the adjoint of the creation operator. -/
theorem annihilate_eq_adjoint (p : Fin n) : annihilate p = (create p)ᴴ := by
  ext S T
  rw [Matrix.conjTranspose_apply]
  by_cases h : p ∈ T ∧ S = T.erase p
  · obtain ⟨hp, rfl⟩ := h
    have e := jwSign_insert p (Finset.notMem_erase p T)
    rw [Finset.insert_erase hp, if_neg (lt_irrefl p)] at e
    have hs : star (jwSign p T) = jwSign p T := by simp [jwSign]
    simp only [annihilate, create, Matrix.of_apply]
    rw [if_pos ⟨hp, rfl⟩, if_pos ⟨Finset.notMem_erase p T, (Finset.insert_erase hp).symm⟩,
      ← e, hs]
  · have h' : ¬(p ∉ S ∧ T = insert p S) := by
      rintro ⟨hS, rfl⟩
      exact h ⟨Finset.mem_insert_self p S, (Finset.erase_insert hS).symm⟩
    simp only [annihilate, create, Matrix.of_apply]
    rw [if_neg h, if_neg h', star_zero]

end

end SlaterCondonRules
```

Compiling this gives:

```
Main.lean:45:20: error: Application type mismatch: The argument
  rfl
has type
  ?m.101 = ?m.101
but is expected to have type
  True
in the application
  ⟨hp, rfl⟩
```

The error is in the case where the entries carry the sign. There `S` has been replaced by `T.erase p`, so unfolding `annihilate` gives an `if` with condition `p ∈ T ∧ T.erase p = T.erase p`. The `simp only` call also reduces the trivial equality to `True`, but its list has no lemma to remove `∧ True`. The condition left is `p ∈ T ∧ True`, and the pair `⟨hp, rfl⟩` given to `if_pos` no longer fits: its second part must prove `True`, while `rfl` proves an equality. This is the mismatch Lean reports.

The repair drops the unfolding and the `if_pos` rewrites in this case. Instead, `e1` and `e2` state the values of the two matrix entries, and full `simp` proves them, simplifying the conditions and resolving each `if` itself, so no proof has to match the exact form of a condition. The final `rw` puts in these values, then uses `← e` and `hs` as before to make the two sides equal.

This version goes through:

```diff
@@ -42,7 +42,8 @@
     rw [Finset.insert_erase hp, if_neg (lt_irrefl p)] at e
     have hs : star (jwSign p T) = jwSign p T := by simp [jwSign]
-    simp only [annihilate, create, Matrix.of_apply]
-    rw [if_pos ⟨hp, rfl⟩, if_pos ⟨Finset.notMem_erase p T, (Finset.insert_erase hp).symm⟩,
-      ← e, hs]
+    have e1 : annihilate p (T.erase p) T = jwSign p T := by simp [annihilate, hp]
+    have e2 : create p T (T.erase p) = jwSign p (T.erase p) := by
+      simp [create, Finset.insert_erase hp]
+    rw [e1, e2, ← e, hs]
   · have h' : ¬(p ∉ S ∧ T = insert p S) := by
       rintro ⟨hS, rfl⟩
```
